# For two bosons in finitely many modes, a closest product state can have equal factors

Put two bosons in two orthonormal modes \(e_1,e_2\), in the state
\[
\psi=\tfrac{1}{\sqrt2}\,(e_1\otimes e_2+e_2\otimes e_1).
\]
The product \(e_1\otimes e_2\) has overlap \(1/\sqrt2\) with \(\psi\), but its factors differ. Adding the two factors and normalising gives \(a=(e_1+e_2)/\sqrt2\), and \(a\otimes a\) also has overlap \(1/\sqrt2\). Nothing was lost by making the factors equal.

The same holds for every exchange-symmetric pure state of two particles with \(d\ge1\) modes: among products of unit vectors, one with equal factors is at least as close as any other. Other products may tie with it, as \(e_1\otimes e_2\) does here. In a finite basis, a search for the product of largest overlap with a two-boson state can therefore be restricted to a single orbital. This concerns overlap; minimising a mean-field energy is a different problem.

## States, amplitudes and conjugation

The finite type `n` labels orthonormal modes. Replacing a wavefunction in continuous space by amplitudes in finitely many modes is a truncation that the theorems take as already made.

```lean
import Mathlib

open scoped InnerProductSpace ComplexConjugate
open Matrix

namespace TwoBosonClosestProduct

noncomputable section

variable {n : Type*} [Fintype n]
```

Write \(\bar x\) for the entrywise conjugate of \(x\) in the chosen basis.

```lean
/-- The entrywise complex conjugate of a one-particle state vector. -/
def conjVec (x : EuclideanSpace ℂ n) : EuclideanSpace ℂ n :=
  WithLp.toLp 2 (fun i => conj (x i))
```

A matrix \(C\) acts by \((Cx)_i=\sum_j C_{ij}x_j\). Its spectral norm \(s\), the largest singular value, is written `‖act C‖`.

```lean
/-- The matrix `C` as an operator on the one-particle Hilbert space; its operator norm is the
spectral norm of `C`. -/
def act (C : Matrix n n ℂ) : EuclideanSpace ℂ n →L[ℂ] EuclideanSpace ℂ n :=
  LinearMap.toContinuousLinearMap
    { toFun := fun x => WithLp.toLp 2 (C *ᵥ x.ofLp)
      map_add' := fun x y => by ext i; simp [Matrix.mulVec_add]
      map_smul' := fun c x => by ext i; simp [Matrix.mulVec_smul] }
```

A product state has amplitudes \((u\otimes v)_{ij}=u_iv_j\).

```lean
/-- The product state `u ⊗ v` of two particles, with amplitudes `u i * v j`. -/
def prodState (u v : EuclideanSpace ℂ n) : EuclideanSpace ℂ (n × n) :=
  WithLp.toLp 2 (fun p => u p.1 * v p.2)
```

Conversely, the amplitudes of \(\psi\) form a matrix \(C_{ij}=\psi_{ij}\). Exchange symmetry of \(\psi\) means \(C^T=C\), without conjugation, so \(C\) need not be Hermitian.

```lean
/-- The amplitudes of a two-particle state, arranged as a square matrix. -/
def coeff (ψ : EuclideanSpace ℂ (n × n)) : Matrix n n ℂ :=
  Matrix.of fun i j => ψ (i, j)
```

These definitions give the entries of \(\bar x\), \(Cx\) and \(u\otimes v\) directly.

```lean
omit [Fintype n] in
private lemma conjVec_apply (x : EuclideanSpace ℂ n) (i : n) : conjVec x i = conj (x i) := rfl

private lemma act_apply (C : Matrix n n ℂ) (x : EuclideanSpace ℂ n) (i : n) :
    act C x i = ∑ j, C i j * x j := rfl

omit [Fintype n] in
private lemma prodState_apply (u v : EuclideanSpace ℂ n) (i j : n) :
    prodState u v (i, j) = u i * v j := rfl
```

The inner product is conjugate-linear in its first argument: \(\langle x,y\rangle=\sum_i\bar x_i y_i\).

```lean
private lemma inner_eq_sum {m : Type*} [Fintype m] (x y : EuclideanSpace ℂ m) :
    ⟪x, y⟫_ℂ = ∑ i, conj (x i) * y i := by
  simp [PiLp.inner_apply, mul_comm]
```

Conjugation is its own inverse, is additive, turns a scalar \(c\) into \(\bar c\), and preserves the norm.

```lean
omit [Fintype n] in
private lemma conjVec_conjVec (x : EuclideanSpace ℂ n) : conjVec (conjVec x) = x := by
  ext i; simp [conjVec_apply]

omit [Fintype n] in
private lemma conjVec_add (x y : EuclideanSpace ℂ n) :
    conjVec (x + y) = conjVec x + conjVec y := by
  ext i; simp [conjVec_apply]

omit [Fintype n] in
private lemma conjVec_smul (c : ℂ) (x : EuclideanSpace ℂ n) :
    conjVec (c • x) = conj c • conjVec x := by
  ext i; simp [conjVec_apply]

private lemma norm_conjVec (x : EuclideanSpace ℂ n) : ‖conjVec x‖ = ‖x‖ := by
  simp [EuclideanSpace.norm_eq, conjVec_apply]
```

Norms of products multiply, since \(\sum_{ij}|u_iv_j|^2=\sum_i|u_i|^2\sum_j|v_j|^2\).

```lean
private lemma norm_prodState (u v : EuclideanSpace ℂ n) : ‖prodState u v‖ = ‖u‖ * ‖v‖ := by
  refine (sq_eq_sq₀ (norm_nonneg _) (by positivity)).1 ?_
  rw [mul_pow, EuclideanSpace.norm_sq_eq, EuclideanSpace.norm_sq_eq, EuclideanSpace.norm_sq_eq,
    Fintype.sum_prod_type, Finset.sum_mul_sum]
  simp only [prodState_apply, norm_mul, mul_pow]
```

## A unit vector with \(Ca=s\bar a\)

Define the antilinear map \(Tx=\overline{Cx}\). The equation \(Ca=s\bar a\) is then \(Ta=sa\). For symmetric \(C\),
\[
\langle Tx,y\rangle=\sum_{ij}C_{ij}x_jy_i=\sum_{ij}C_{ij}y_jx_i=\langle Ty,x\rangle,
\]
where the middle equality exchanges the summation labels and uses \(C_{ji}=C_{ij}\). In the proof, `Finset.sum_comm` makes the exchange and `hC.apply` supplies the symmetry.

```lean
/-- For a symmetric matrix `C`, the inner product of `conj (C x)` with `y` equals the inner product
of `conj (C y)` with `x`. -/
theorem inner_conj_act_comm {C : Matrix n n ℂ} (hC : C.IsSymm) (x y : EuclideanSpace ℂ n) :
    ⟪conjVec (act C x), y⟫_ℂ = ⟪conjVec (act C y), x⟫_ℂ := by
  rw [inner_eq_sum, inner_eq_sum]
  simp only [conjVec_apply, act_apply, Complex.conj_conj, Finset.sum_mul]
  rw [Finset.sum_comm]
  refine Finset.sum_congr rfl fun j _ => Finset.sum_congr rfl fun i _ => ?_
  rw [hC.apply i j]
  ring
```

Since \(d\ge1\), the unit sphere is nonempty, and it is compact. The continuous function \(\|Cx\|\) thus has a maximum there, at some \(x\). For \(y\ne0\), scaling gives
\[
\|Cy\|=\|y\|\,\bigl\|C(y/\|y\|)\bigr\|\le\|Cx\|\,\|y\|,
\]
so \(s\le\|Cx\|\). The reverse inequality is the operator-norm bound at a unit vector.

```lean
/-- In a nonzero finite dimension the spectral norm is attained on some unit vector. -/
theorem exists_unit_norm_act [Nonempty n] (C : Matrix n n ℂ) :
    ∃ x : EuclideanSpace ℂ n, ‖x‖ = 1 ∧ ‖act C x‖ = ‖act C‖ := by
  classical
  obtain ⟨i⟩ := ‹Nonempty n›
  -- the unit sphere is compact
  obtain ⟨x, hx, hmax⟩ := (isCompact_sphere (0 : EuclideanSpace ℂ n) 1).exists_isMaxOn
    ⟨EuclideanSpace.single i 1, by simp⟩ (act C).continuous.norm.continuousOn
  have hx1 : ‖x‖ = 1 := by simpa using hx
  refine ⟨x, hx1, le_antisymm (by simpa [hx1] using (act C).le_opNorm x) ?_⟩
  refine ContinuousLinearMap.opNorm_le_bound _ (norm_nonneg _) fun y => ?_
  by_cases hy : y = 0
  · simp [hy]
  have hpos : 0 < ‖y‖ := norm_pos_iff.2 hy
  have hunit : ‖((‖y‖ : ℂ)⁻¹) • y‖ = 1 := by
    rw [norm_smul, norm_inv, Complex.norm_real, norm_norm, inv_mul_cancel₀ hpos.ne']
  have h : ‖act C (((‖y‖ : ℂ)⁻¹) • y)‖ ≤ ‖act C x‖ :=
    hmax (mem_sphere_zero_iff_norm.2 hunit)
  rw [map_smul, norm_smul, norm_inv, Complex.norm_real, norm_norm, inv_mul_le_iff₀ hpos] at h
  linarith [mul_comm ‖y‖ ‖act C x‖]
```

For this \(x\), set \(y=Tx\) and \(z=Ty\). Then \(\|y\|=s\) and \(\|z\|\le s\|y\|=s^2\). The exchange rule gives
\[
\langle z,x\rangle=\langle Ty,x\rangle=\langle Tx,y\rangle=\|y\|^2=s^2.
\]
Hence
\[
\|z-s^2x\|^2=\|z\|^2-2s^2\,\mathrm{Re}\langle z,x\rangle+s^4\le s^4-2s^4+s^4=0,
\]
and \(TTx=s^2x\). The Lean names `y` and `z` are the same vectors; `hz` and `hzx` hold the norm bound and the inner product that enter the expansion.

```lean
/-- If `C` is symmetric and the unit vector `x` attains the spectral norm `s`, then applying
`x ↦ conj (C x)` twice multiplies `x` by `s ^ 2`. -/
theorem conj_act_twice {C : Matrix n n ℂ} (hC : C.IsSymm) {x : EuclideanSpace ℂ n}
    (hx : ‖x‖ = 1) (hmax : ‖act C x‖ = ‖act C‖) :
    conjVec (act C (conjVec (act C x))) = ((‖act C‖ ^ 2 : ℝ) : ℂ) • x := by
  have hswap := inner_conj_act_comm hC (conjVec (act C x)) x
  have hy : ‖conjVec (act C x)‖ = ‖act C‖ := by rw [norm_conjVec, hmax]
  generalize conjVec (act C x) = y at hswap hy ⊢
  have hz : ‖conjVec (act C y)‖ ≤ ‖act C‖ ^ 2 := by
    rw [norm_conjVec, sq]
    simpa [hy] using (act C).le_opNorm y
  have hzx : ⟪conjVec (act C y), x⟫_ℂ = ((‖act C‖ ^ 2 : ℝ) : ℂ) := by
    rw [hswap, inner_self_eq_norm_sq_to_K, hy]
    simp
  generalize conjVec (act C y) = z at hz hzx ⊢
  have hre : RCLike.re ⟪z, ((‖act C‖ ^ 2 : ℝ) : ℂ) • x⟫_ℂ = ‖act C‖ ^ 2 * ‖act C‖ ^ 2 := by
    rw [inner_smul_right, hzx, ← Complex.ofReal_mul]
    exact Complex.ofReal_re _
  have hn : ‖((‖act C‖ ^ 2 : ℝ) : ℂ) • x‖ = ‖act C‖ ^ 2 := by
    rw [norm_smul, Complex.norm_real, hx, mul_one, Real.norm_of_nonneg (by positivity)]
  -- the squared distance of the two sides is at most zero
  have hd := norm_sub_sq (𝕜 := ℂ) z (((‖act C‖ ^ 2 : ℝ) : ℂ) • x)
  rw [hre, hn] at hd
  have hz2 := pow_le_pow_left₀ (norm_nonneg z) hz 2
  have h0 : ‖z - ((‖act C‖ ^ 2 : ℝ) : ℂ) • x‖ ^ 2 = 0 :=
    le_antisymm (by nlinarith) (sq_nonneg _)
  exact sub_eq_zero.1 (norm_eq_zero.1 (pow_eq_zero_iff two_ne_zero |>.1 h0))
```

Now let \(b=Tx+sx\). Because \(s\) is real,
\[
Tb=TTx+sTx=s^2x+sTx=sb.
\]
If \(b\ne0\), then \(a=b/\|b\|\) is the required unit vector. In the two-mode example, \(x=e_1\) gives \(Tx=s\,e_2\), and \(b\) is the sum of the two factors, up to scale.

If \(b=0\), then \(Tx=-sx\), and antilinearity gives \(T(ix)=-i\,Tx=s(ix)\), so \(a=ix\) works. This happens for the \(1\times1\) matrix \(C=(-1)\) with \(x=1\). The `by_cases` step separates the two situations, with the equations written for \(C\) instead of \(T\).

The name `exists_takagi_vector` recalls the Takagi factorisation, which needs a whole orthonormal basis of such vectors, one for each singular value counted with multiplicity. The theorem supplies a single vector, for the largest singular value.

```lean
/-- A complex symmetric matrix `C` of nonzero dimension with spectral norm `s` has a unit
vector `a` with `C a = s conj a`. -/
theorem exists_takagi_vector [Nonempty n] {C : Matrix n n ℂ} (hC : C.IsSymm) :
    ∃ a : EuclideanSpace ℂ n, ‖a‖ = 1 ∧ act C a = (‖act C‖ : ℂ) • conjVec a := by
  obtain ⟨x, hx, hmax⟩ := exists_unit_norm_act C
  have htwice := congrArg conjVec (conj_act_twice hC hx hmax)
  rw [conjVec_conjVec, conjVec_smul, Complex.conj_ofReal, Complex.ofReal_pow] at htwice
  by_cases h : conjVec (act C x) + (‖act C‖ : ℂ) • x = 0
  · -- here `C x = -s conj x`, and the phase `i` repairs the sign
    have h' := congrArg conjVec (eq_neg_of_add_eq_zero_left h)
    rw [conjVec_conjVec, ← neg_smul, conjVec_smul, map_neg, Complex.conj_ofReal] at h'
    refine ⟨Complex.I • x, by rw [norm_smul, Complex.norm_I, hx, one_mul], ?_⟩
    rw [map_smul, h', conjVec_smul, Complex.conj_I]
    module
  · -- otherwise the sum itself solves the equation and can be normalised
    have hb : act C (conjVec (act C x) + (‖act C‖ : ℂ) • x) =
        (‖act C‖ : ℂ) • conjVec (conjVec (act C x) + (‖act C‖ : ℂ) • x) := by
      rw [map_add, map_smul, htwice, conjVec_add, conjVec_conjVec, conjVec_smul,
        Complex.conj_ofReal]
      module
    generalize conjVec (act C x) + (‖act C‖ : ℂ) • x = b at h hb
    refine ⟨((‖b‖⁻¹ : ℝ) : ℂ) • b, ?_, ?_⟩
    · rw [norm_smul, Complex.norm_real, norm_inv, norm_norm,
        inv_mul_cancel₀ (norm_ne_zero_iff.2 h)]
    · rw [map_smul, hb, conjVec_smul, Complex.conj_ofReal, smul_comm]
```

## From the matrix to the closest product

The overlap of a product with \(\psi\) is a matrix element of \(C\):
\[
\langle u\otimes v,\psi\rangle=\sum_{ij}\bar u_i\bar v_j\psi_{ij}=\langle u,C\bar v\rangle.
\]

```lean
/-- The overlap of `u ⊗ v` with a two-particle state is the matrix element of its amplitude
matrix between `u` and `conj v`. -/
theorem inner_prodState (u v : EuclideanSpace ℂ n) (ψ : EuclideanSpace ℂ (n × n)) :
    ⟪prodState u v, ψ⟫_ℂ = ⟪u, act (coeff ψ) (conjVec v)⟫_ℂ := by
  rw [inner_eq_sum, inner_eq_sum, Fintype.sum_prod_type]
  refine Finset.sum_congr rfl fun i _ => ?_
  rw [act_apply, Finset.mul_sum]
  refine Finset.sum_congr rfl fun j _ => ?_
  simp only [prodState_apply, conjVec_apply, coeff, Matrix.of_apply, map_mul]
  ring
```

For unit vectors \(u,v\), Cauchy–Schwarz gives \(|\langle u,C\bar v\rangle|\le\|C\bar v\|\le s\). To reach this bound, take a unit vector \(c\) with \(Cc=s\bar c\) and set \(a=\bar c\). Then
\[
\langle a\otimes a,\psi\rangle=\langle\bar c,Cc\rangle=s\|\bar c\|^2=s.
\]
Inside the Lean proof the letter `a` stands for \(c\), and the vector handed to the statement is `conjVec a`.

For the distance, every product \(p\) of unit vectors has norm one, so
\[
\|\psi-p\|^2=\|\psi\|^2+1-2\,\mathrm{Re}\langle p,\psi\rangle .
\]
The real part is at most \(s\), and \(a\otimes a\) attains \(s\).

The theorem assumes the exchange symmetry `hψ` and at least one mode. It returns a unit vector \(a\) whose product \(a\otimes a\) has overlap exactly \(s\), a real number. For all unit \(u,v\), the overlap of \(u\otimes v\) is no larger in modulus and its distance to \(\psi\) is no smaller. The state \(\psi\) need not be normalised.

```lean
/-- For a two-particle state symmetric under exchange, some product `a ⊗ a` with `a` a unit
vector has overlap equal to the spectral norm of the amplitude matrix. No product of unit vectors
has an overlap of larger modulus or lies closer to the state. -/
theorem exists_closest_product_equal_factors [Nonempty n] (ψ : EuclideanSpace ℂ (n × n))
    (hψ : ∀ i j, ψ (i, j) = ψ (j, i)) :
    ∃ a : EuclideanSpace ℂ n, ‖a‖ = 1 ∧
      ⟪prodState a a, ψ⟫_ℂ = (‖act (coeff ψ)‖ : ℂ) ∧
      ∀ u v : EuclideanSpace ℂ n, ‖u‖ = 1 → ‖v‖ = 1 →
        ‖⟪prodState u v, ψ⟫_ℂ‖ ≤ ‖⟪prodState a a, ψ⟫_ℂ‖ ∧
        ‖ψ - prodState a a‖ ≤ ‖ψ - prodState u v‖ := by
  have hC : (coeff ψ).IsSymm := by
    ext i j
    exact hψ j i
  obtain ⟨a, ha, hCa⟩ := exists_takagi_vector hC
  have hb : ‖conjVec a‖ = 1 := by rw [norm_conjVec, ha]
  have hov : ⟪prodState (conjVec a) (conjVec a), ψ⟫_ℂ = (‖act (coeff ψ)‖ : ℂ) := by
    rw [inner_prodState, conjVec_conjVec, hCa, inner_smul_right, inner_self_eq_norm_sq_to_K, hb]
    simp
  refine ⟨conjVec a, hb, hov, fun u v hu hv => ?_⟩
  -- Cauchy-Schwarz bounds every product overlap by the spectral norm
  have hle : ‖⟪prodState u v, ψ⟫_ℂ‖ ≤ ‖act (coeff ψ)‖ := by
    rw [inner_prodState]
    have h1 := norm_inner_le_norm (𝕜 := ℂ) u (act (coeff ψ) (conjVec v))
    have h2 := (act (coeff ψ)).le_opNorm (conjVec v)
    rw [hu, one_mul] at h1
    rw [norm_conjVec, hv, mul_one] at h2
    exact h1.trans h2
  refine ⟨by rw [hov, Complex.norm_real, norm_norm]; exact hle, ?_⟩
  -- at fixed norms, a larger real part of the overlap means a smaller distance
  rw [norm_sub_rev ψ, norm_sub_rev ψ]
  refine (pow_le_pow_iff_left₀ (norm_nonneg _) (norm_nonneg _) two_ne_zero).1 ?_
  have hre : RCLike.re ⟪prodState (conjVec a) (conjVec a), ψ⟫_ℂ = ‖act (coeff ψ)‖ := by
    rw [hov]
    exact Complex.ofReal_re _
  have hre' := (RCLike.re_le_norm ⟪prodState u v, ψ⟫_ℂ).trans hle
  rw [norm_sub_sq (𝕜 := ℂ), norm_sub_sq (𝕜 := ℂ), hre, norm_prodState, norm_prodState,
    hb, hu, hv]
  linarith
```

## Antisymmetric states

If instead \(\psi_{ij}=-\psi_{ji}\), exchanging the summation labels gives
\[
\langle a\otimes a,\psi\rangle=\sum_{ij}\bar a_i\bar a_j\psi_{ij}=-\langle a\otimes a,\psi\rangle,
\]
so the overlap vanishes for every \(a\), normalised or not. A nonzero \(\psi\) of this kind still has some amplitude \(\psi_{ij}\ne0\), which is its overlap with \(e_i\otimes e_j\). Symmetry up to a sign would therefore not be enough for the result on equal factors.

```lean
/-- A two-particle state antisymmetric under exchange is orthogonal to every product `a ⊗ a`
with equal factors. -/
theorem inner_equal_factors_of_antisymm (ψ : EuclideanSpace ℂ (n × n))
    (hψ : ∀ i j, ψ (i, j) = -ψ (j, i)) (a : EuclideanSpace ℂ n) :
    ⟪prodState a a, ψ⟫_ℂ = 0 := by
  -- exchanging the particles changes the sign of the overlap
  have h : ⟪prodState a a, ψ⟫_ℂ = -⟪prodState a a, ψ⟫_ℂ := by
    rw [inner_eq_sum, Fintype.sum_prod_type]
    conv_lhs => rw [Finset.sum_comm]
    simp only [← Finset.sum_neg_distrib]
    refine Finset.sum_congr rfl fun j _ => Finset.sum_congr rfl fun i _ => ?_
    simp only [prodState_apply, map_mul]
    rw [hψ i j]
    ring
  linear_combination h / 2

end

end TwoBosonClosestProduct
```

```lean
#print axioms TwoBosonClosestProduct.exists_closest_product_equal_factors
-- 'TwoBosonClosestProduct.exists_closest_product_equal_factors' depends on axioms: [propext, Classical.choice, Quot.sound]
#print axioms TwoBosonClosestProduct.inner_equal_factors_of_antisymm
-- 'TwoBosonClosestProduct.inner_equal_factors_of_antisymm' depends on axioms: [propext, Classical.choice, Quot.sound]
```
